# CAR operators in finite dimension have particle-number multiplicities proportional to binomial coefficients

Take one fermionic mode with annihilator a and creator c on a complex space V of finite dimension d, with

a² = 0, c² = 0, ac + ca = 1.

Put n = ca and u = a + c. Then

n² = c(ac)a = c(1 − ca)a = ca − c²a² = n,
u² = a² + c² + ac + ca = 1,
nu = ca² + cac = c(1 − ca) = c,
u(1 − n) = a + c − aca − c²a = a + c − (1 − ca)a = c.

Since n is idempotent, V is the direct sum of an empty part (n = 0) and an occupied part (n = 1). Since nu = u(1 − n) and u² = 1, u maps each part bijectively onto the other. Both have the same dimension m, and d = 2m.

For M modes, each mode halves the space in this way. The result is that 2^M divides d, and the k-particle eigenspace of the total number operator has dimension (d/2^M)·C(M,k), where C(M,k) is the binomial coefficient.

## Operators and relations for M modes

The modes are p = 0, …, M−1, the elements of `Fin M`. The operators a_p and c_p are linear maps in `End ℂ V`, and their product is composition.

In Lean 4 with Mathlib:

```lean
import Mathlib

open Module Finset LinearMap

namespace CARMultiplicity

variable {M : ℕ} {V : Type*} [AddCommGroup V] [Module ℂ V]
```

`IsCAR` lists the canonical anticommutation relations. V carries no inner product, so c_p need not be the adjoint of a_p; the usual Hilbert-space setting is a special case.

```lean
/-- The canonical anticommutation relations for annihilators `a p` and creators `c p`
of `M` fermionic modes. -/
structure IsCAR (a c : Fin M → End ℂ V) : Prop where
  aa : ∀ p q, a p * a q + a q * a p = 0
  cc : ∀ p q, c p * c q + c q * c p = 0
  ac : ∀ p q, a p * c q + c q * a p = if p = q then 1 else 0
```

The mode number operator is n_p = c_p a_p.

```lean
/-- The number operator of mode `p`. -/
def number (a c : Fin M → End ℂ V) (p : Fin M) : End ℂ V := c p * a p
```

For a set s of modes, N_s is the sum of n_p over p in s. The total number operator N is `numberOn a c univ`.

```lean
/-- The operator counting the particles in the modes of `s`. -/
def numberOn (a c : Fin M → End ℂ V) (s : Finset (Fin M)) : End ℂ V :=
  ∑ p ∈ s, number a c p
```

## Within one mode: exclusion and a normalised anticommutator

At p = q, the fields `aa` and `cc` express the Pauli principle: a mode can be neither emptied nor filled twice in a row. The field `ac` says that a_p c_p + c_p a_p = 1, so the weights for "empty" and "occupied" add to one. The one-mode calculation above uses exactly these relations.

In `mode_algebra`, `sq` obtains x² = 0 from 2x² = 0. Each `linear_combination` then combines the relations, multiplied where needed by operators on the left or right, and `noncomm_ring` checks the remaining identity without commuting factors.

```lean
variable {a c : Fin M → End ℂ V}

/-- For CAR operators, the number operator of a mode is idempotent, and `a p + c p` squares
to one and exchanges the occupied and the empty states of that mode. -/
theorem mode_algebra (h : IsCAR a c) (p : Fin M) :
    number a c p * number a c p = number a c p ∧
    (a p + c p) * (a p + c p) = 1 ∧
    number a c p * (a p + c p) = (a p + c p) * (1 - number a c p) := by
  have h1 : a p * c p + c p * a p = 1 := (h.ac p p).trans (if_pos rfl)
  -- Pauli principle: ladder operators square to zero
  have sq : ∀ x : End ℂ V, x * x + x * x = 0 → x * x = 0 := by
    intro x hx
    rw [← two_smul ℂ] at hx
    exact (smul_eq_zero.mp hx).resolve_left two_ne_zero
  have ha := sq _ (h.aa p p)
  have hc := sq _ (h.cc p p)
  unfold number
  refine ⟨?_, ?_, ?_⟩
  · linear_combination (norm := noncomm_ring) c p * h1 * a p - c p * c p * ha
  · linear_combination (norm := noncomm_ring) h1 + ha + hc
  · linear_combination (norm := noncomm_ring) c p * h1 + h1 * a p
```

Without exclusion, the numbers a = c = 1/√2 on V = ℂ satisfy ac + ca = 1, yet d = 1 is odd and n = 1/2. Without the normalisation, a = c = 0 on ℂ satisfies the other two relations, and again d = 1.

## Between modes: independent occupations

For p ≠ q, the relations say that operators of different modes anticommute. A number operator contains two ladder operators, so the two signs cancel:

n_p a_q = c_p a_p a_q = −c_p a_q a_p = a_q c_p a_p = a_q n_p,
n_p c_q = c_p a_p c_q = −c_p c_q a_p = c_q c_p a_p = c_q n_p.

Acting on mode q therefore leaves the occupation of mode p unchanged. The two `linear_combination` lines of `number_commute_ladder` encode these two chains.

```lean
/-- For CAR operators, the number operator of one mode commutes with the annihilator and
the creator of any other mode. -/
theorem number_commute_ladder (h : IsCAR a c) {p q : Fin M} (hpq : p ≠ q) :
    Commute (number a c p) (a q) ∧ Commute (number a c p) (c q) := by
  have h1 : a p * c q + c q * a p = 0 := (h.ac p q).trans (if_neg hpq)
  have h2 : a q * c p + c p * a q = 0 := (h.ac q p).trans (if_neg hpq.symm)
  constructor
  · show c p * a p * a q = a q * (c p * a p)
    linear_combination (norm := noncomm_ring) c p * h.aa p q - h2 * a p
  · show c p * a p * c q = c q * (c p * a p)
    linear_combination (norm := noncomm_ring) c p * h1 - h.cc p q * a p
```

Suppose the mixed relation `ac` is required only for p = q. On ℂ², take one genuine mode a, c and use it twice: a_0 = a_1 = a and c_0 = c_1 = c. All relations `aa` and `cc` hold, but a_0 c_1 + c_1 a_0 = 1 instead of 0. Now M = 2 and d = 2, and 4 does not divide 2: the same degree of freedom has been counted as two.

## Finite dimension: counting the two parts

Finite dimension means a finite number of independent states, as for a finite orbital basis. Let W be a subspace invariant under an idempotent e. Every v in W is

v = (v − ev) + ev,

with e = 0 on the first term and e = 1 on the second. A vector in both parts has v = ev = 0, so the dimensions add. `finrank_split` proves that the two parts span W and meet only in zero, then applies the dimension formula for sums of subspaces.

```lean
/-- In finite dimension, a subspace invariant under an idempotent `e` splits into its parts
with `e = 0` and `e = 1`, and the dimensions add. -/
theorem finrank_split [FiniteDimensional ℂ V] {e : End ℂ V} (he : e * e = e)
    (W : Submodule ℂ V) (hW : ∀ v ∈ W, e v ∈ W) :
    finrank ℂ W = finrank ℂ ↥(W ⊓ ker e) + finrank ℂ ↥(W ⊓ ker (1 - e)) := by
  have hid : ∀ v, e (e v) = e v := fun v => LinearMap.congr_fun he v
  have hsup : (W ⊓ ker e) ⊔ (W ⊓ ker (1 - e)) = W := by
    refine le_antisymm (sup_le inf_le_left inf_le_left) fun v hv => ?_
    refine Submodule.mem_sup.2 ⟨v - e v, ⟨W.sub_mem hv (hW v hv), ?_⟩,
      e v, ⟨hW v hv, ?_⟩, sub_add_cancel _ _⟩ <;> simp [hid]
  have hinf : (W ⊓ ker e) ⊓ (W ⊓ ker (1 - e)) = ⊥ := by
    rw [eq_bot_iff]
    intro v hv
    have h0 : e v = 0 := mem_ker.1 hv.1.2
    have h1 : v - e v = 0 := mem_ker.1 hv.2.2
    rw [h0, sub_zero] at h1
    exact (Submodule.mem_bot ℂ).2 h1
  have key := Submodule.finrank_sup_add_finrank_inf_eq (W ⊓ ker e) (W ⊓ ker (1 - e))
  rw [hsup, hinf, finrank_bot, add_zero] at key
  exact key
```

In infinite dimension u_p still matches the empty and occupied parts, but the common multiplicity is then infinite, and d/2^M no longer counts anything.

## Invariant subspaces: room to add and remove particles

The induction over modes works in a subspace U closed under the ladder operators of the modes still to be counted. Then u_q = a_q + c_q maps U to itself and exchanges its parts with n_q = 0 and n_q = 1. `finrank_exchange` obtains equal dimensions from two inequalities, one for each direction of this injective map.

```lean
/-- For CAR operators in finite dimension, a subspace invariant under `a q` and `c q`
has equally many dimensions with mode `q` empty and with mode `q` occupied. -/
theorem finrank_exchange [FiniteDimensional ℂ V] (h : IsCAR a c) (q : Fin M)
    (U : Submodule ℂ V) (hU : ∀ v ∈ U, a q v ∈ U ∧ c q v ∈ U) :
    finrank ℂ ↥(U ⊓ ker (number a c q)) = finrank ℂ ↥(U ⊓ ker (1 - number a c q)) := by
  obtain ⟨-, hu, hn⟩ := mode_algebra h q
  have inv : ∀ v, (a q + c q) ((a q + c q) v) = v := fun v => LinearMap.congr_fun hu v
  -- `a q + c q` embeds each part in the other
  have key : ∀ f g : End ℂ V, g * (a q + c q) = (a q + c q) * f →
      finrank ℂ ↥(U ⊓ ker f) ≤ finrank ℂ ↥(U ⊓ ker g) := by
    intro f g hfg
    have hmap : ∀ v ∈ U ⊓ ker f, (a q + c q) v ∈ U ⊓ ker g := fun v hv =>
      ⟨U.add_mem (hU v hv.1).1 (hU v hv.1).2, mem_ker.2 (by
        have e := LinearMap.congr_fun hfg v
        rw [End.mul_apply, End.mul_apply, mem_ker.1 hv.2, map_zero] at e
        exact e)⟩
    refine finrank_le_finrank_of_injective (f := (a q + c q).restrict hmap) ?_
    intro x y hxy
    have e : (a q + c q) x.1 = (a q + c q) y.1 := congrArg Subtype.val hxy
    exact Subtype.ext (by rw [← inv x.1, e, inv])
  refine le_antisymm (key _ _ ?_) (key _ _ hn)
  linear_combination (norm := noncomm_ring) (-1 : End ℂ V) * hn
```

Without invariance the count fails: in the one-mode space ℂ², the vacuum line has an empty part of dimension 1 and an occupied part of dimension 0.

For U invariant under the ladder operators of s, the claim is that some m satisfies

dim U = 2^|s| m,
dim(U ∩ {N_s = μ}) = m · #{S ⊆ s : |S| = μ}

for every complex μ. If s is empty, then N_s = 0 and m = dim U. To add a mode q outside s, split U into

U₀ = U ∩ ker n_q, U₁ = U ∩ ker(1 − n_q).

Both are invariant under the ladder operators of s, because these commute with n_q. By induction their dimensions are 2^|s| m and 2^|s| m′, and the exchange gives m′ = m. Hence dim U = 2^(|s|+1) m.

The new number operator is n_q + N_s. It commutes with n_q, so its eigenspace at μ also splits: N_s equals μ on the part in U₀ and μ − 1 on the part in U₁. These parts count the subsets of s ∪ {q} without q and with q.

In the code, `hinv` supplies the invariance, `hmm` the equality m′ = m, `e0` and `e1` the two eigenspaces, and `e2` the shift in the subset count.

```lean
/-- For CAR operators in finite dimension, let `U` be invariant under the ladder operators of the
modes in `s`. Then there is a natural number `m` with `dim U = 2 ^ |s| * m` such that, for every
complex `μ`, the subspace of `U` on which `numberOn a c s` equals `μ` has dimension `m` times the
number of subsets of `s` with `μ` elements. -/
theorem finrank_inf_eigenspace [FiniteDimensional ℂ V] (h : IsCAR a c) (s : Finset (Fin M)) :
    ∀ U : Submodule ℂ V, (∀ p ∈ s, ∀ v ∈ U, a p v ∈ U ∧ c p v ∈ U) →
      ∃ m : ℕ, finrank ℂ U = 2 ^ s.card * m ∧ ∀ μ : ℂ,
        finrank ℂ ↥(U ⊓ End.eigenspace (numberOn a c s) μ) =
          m * ∑ S ∈ s.powerset, if (S.card : ℂ) = μ then (1 : ℕ) else 0 := by
  induction s using Finset.induction_on with
  | empty =>
    refine fun U _ => ⟨finrank ℂ U, by simp, fun μ => ?_⟩
    by_cases hμ : μ = 0
    · have e : End.eigenspace (numberOn a c ∅) μ = ⊤ :=
        eq_top_iff.2 fun v _ => End.mem_eigenspace_iff.2 (by simp [numberOn, hμ])
      rw [e, inf_top_eq]
      simp [hμ]
    · have e : U ⊓ End.eigenspace (numberOn a c ∅) μ = ⊥ := by
        rw [eq_bot_iff]
        intro v hv
        have e1 := End.mem_eigenspace_iff.1 hv.2
        rw [numberOn, sum_empty, LinearMap.zero_apply] at e1
        exact (Submodule.mem_bot ℂ).2 ((smul_eq_zero.mp e1.symm).resolve_left hμ)
      rw [e, finrank_bot]
      simp [Ne.symm hμ]
  | insert q s hq ih =>
    intro U hU
    have hUq := hU q (mem_insert_self q s)
    have hid := (mode_algebra h q).1
    have hn : ∀ v ∈ U, number a c q v ∈ U := fun v hv => (hUq _ (hUq v hv).1).2
    have hcomm : ∀ p ∈ s, Commute (number a c q) (a p) ∧ Commute (number a c q) (c p) :=
      fun p hp => number_commute_ladder h fun e => hq (e ▸ hp)
    -- both parts of `U` are invariant under the remaining ladder operators
    have hinv : ∀ f : End ℂ V, (∀ p ∈ s, Commute f (a p) ∧ Commute f (c p)) →
        ∀ p ∈ s, ∀ v ∈ U ⊓ ker f, a p v ∈ U ⊓ ker f ∧ c p v ∈ U ⊓ ker f := by
      intro f hf p hp v hv
      have hk : ∀ x : End ℂ V, Commute f x → x v ∈ ker f := fun x hx => mem_ker.2 (by
        have e := LinearMap.congr_fun hx.eq v
        rw [End.mul_apply, End.mul_apply, mem_ker.1 hv.2, map_zero] at e
        exact e)
      have hp' := hU p (mem_insert_of_mem hp) v hv.1
      exact ⟨⟨hp'.1, hk _ (hf p hp).1⟩, ⟨hp'.2, hk _ (hf p hp).2⟩⟩
    obtain ⟨m, hm, hk⟩ := ih _ (hinv _ hcomm)
    obtain ⟨m', hm', hk'⟩ := ih _ (hinv (1 - number a c q) fun p hp =>
      ⟨(Commute.one_left _).sub_left (hcomm p hp).1,
        (Commute.one_left _).sub_left (hcomm p hp).2⟩)
    have hmm : m' = m := by
      have hx := finrank_exchange h q U hUq
      rw [hm, hm'] at hx
      exact (Nat.eq_of_mul_eq_mul_left (by positivity) hx).symm
    rw [hmm] at hm' hk'
    refine ⟨m, ?_, fun μ => ?_⟩
    · rw [finrank_split hid U hn, hm, hm', card_insert_of_notMem hq, pow_succ]
      ring
    have hN : numberOn a c (insert q s) = number a c q + numberOn a c s := sum_insert hq
    have hc : Commute (number a c q) (numberOn a c (insert q s)) := by
      rw [hN]
      exact (Commute.refl _).add_right (Commute.sum_right _ _ _ fun p hp =>
        (hcomm p hp).2.mul_right (hcomm p hp).1)
    have hW : ∀ v ∈ U ⊓ End.eigenspace (numberOn a c (insert q s)) μ,
        number a c q v ∈ U ⊓ End.eigenspace (numberOn a c (insert q s)) μ := fun v hv =>
      ⟨hn v hv.1, End.mem_eigenspace_iff.2 (by
        have e := LinearMap.congr_fun hc.eq v
        rw [End.mul_apply, End.mul_apply, End.mem_eigenspace_iff.1 hv.2, map_smul] at e
        exact e.symm)⟩
    -- mode `q` holds no particle or one particle
    have e0 : U ⊓ End.eigenspace (numberOn a c (insert q s)) μ ⊓ ker (number a c q) =
        U ⊓ ker (number a c q) ⊓ End.eigenspace (numberOn a c s) μ := by
      ext v
      simp only [Submodule.mem_inf, mem_ker, End.mem_eigenspace_iff, hN, LinearMap.add_apply]
      constructor
      · rintro ⟨⟨h1, h2⟩, h3⟩
        rw [h3, zero_add] at h2
        exact ⟨⟨h1, h3⟩, h2⟩
      · rintro ⟨⟨h1, h3⟩, h2⟩
        exact ⟨⟨h1, by rw [h3, zero_add, h2]⟩, h3⟩
    have e1 : U ⊓ End.eigenspace (numberOn a c (insert q s)) μ ⊓ ker (1 - number a c q) =
        U ⊓ ker (1 - number a c q) ⊓ End.eigenspace (numberOn a c s) (μ - 1) := by
      ext v
      simp only [Submodule.mem_inf, mem_ker, End.mem_eigenspace_iff, hN, LinearMap.add_apply,
        LinearMap.sub_apply, End.one_apply]
      constructor
      · rintro ⟨⟨h1, h2⟩, h3⟩
        rw [← sub_eq_zero.1 h3] at h2
        exact ⟨⟨h1, h3⟩, by rw [sub_smul, one_smul, ← h2, add_sub_cancel_left]⟩
      · rintro ⟨⟨h1, h3⟩, h2⟩
        exact ⟨⟨h1, by rw [← sub_eq_zero.1 h3, h2, sub_smul, one_smul, add_sub_cancel]⟩, h3⟩
    have e2 : (∑ S ∈ s.powerset, if ((insert q S).card : ℂ) = μ then (1 : ℕ) else 0) =
        ∑ S ∈ s.powerset, if (S.card : ℂ) = μ - 1 then (1 : ℕ) else 0 :=
      sum_congr rfl fun S hS => by
        rw [card_insert_of_notMem fun hh => hq (mem_powerset.1 hS hh), Nat.cast_add,
          Nat.cast_one]
        exact if_congr eq_sub_iff_add_eq.symm rfl rfl
    rw [finrank_split hid _ hW, e0, e1, hk, hk', sum_powerset_insert hq, mul_add, e2]
```

Taking U = V and s = all modes gives the result. The sum over subsets becomes C(M,k), which vanishes for k > M. The preceding lemma also gives dimension zero at every complex μ outside 0, …, M.

```lean
/-- If CAR operators of `M` modes act on a space of finite dimension `d`, then `2 ^ M`
divides `d`, and the `k`-particle eigenspace of the total number operator has dimension
`(d / 2 ^ M) * choose M k`. -/
theorem finrank_number_eigenspace [FiniteDimensional ℂ V] (h : IsCAR a c) :
    2 ^ M ∣ finrank ℂ V ∧ ∀ k : ℕ,
      finrank ℂ (End.eigenspace (numberOn a c univ) (k : ℂ)) =
        finrank ℂ V / 2 ^ M * M.choose k := by
  obtain ⟨m, hm, hk⟩ := finrank_inf_eigenspace h univ ⊤
    fun _ _ _ _ => ⟨Submodule.mem_top, Submodule.mem_top⟩
  rw [finrank_top, card_univ, Fintype.card_fin] at hm
  refine ⟨⟨m, hm⟩, fun k => ?_⟩
  have e := hk k
  rw [top_inf_eq] at e
  rw [e, hm, Nat.mul_div_cancel_left _ (by positivity)]
  -- count the sets of `k` occupied modes
  simp only [Nat.cast_inj]
  rw [← sum_filter, ← powersetCard_eq_filter, sum_const, card_powersetCard, card_univ,
    Fintype.card_fin, smul_eq_mul, mul_one]
```

The theorem counts dimensions; it does not construct an isomorphism from V to copies of Fock space. For a fermion-to-qubit encoding with finitely many modes that obeys the CAR on the whole register of L qubits, it implies L ≥ M and k-particle spaces of dimension 2^(L−M)·C(M,k).

## A two-mode representation

The Jordan–Wigner matrices below use the basis |00⟩, |01⟩, |10⟩, |11⟩, with mode 0 written first. The minus sign makes the two modes anticommute.

```lean
/-- The Jordan-Wigner matrices of the annihilators of two modes. -/
def jordanWigner : Fin 2 → Matrix (Fin 4) (Fin 4) ℂ :=
  ![!![0, 0, 1, 0; 0, 0, 0, 1; 0, 0, 0, 0; 0, 0, 0, 0],
    !![0, 1, 0, 0; 0, 0, 0, 0; 0, 0, 0, -1; 0, 0, 0, 0]]
```

The matrices are real, so their transposes are their adjoints. `isCAR_witness` checks the relations entry by entry and transfers them to linear maps. Here d = 4 and M = 2, so the multiplicities for k = 0, 1, 2 are 1, 2, 1.

```lean
/-- The two-mode Jordan-Wigner matrices and their transposes satisfy the CAR. -/
theorem isCAR_witness :
    IsCAR (fun p => Matrix.toLinAlgEquiv' (jordanWigner p))
      (fun p => Matrix.toLinAlgEquiv' (jordanWigner p).transpose) := by
  have h1 : ∀ p q, jordanWigner p * jordanWigner q + jordanWigner q * jordanWigner p = 0 := by
    intro p q
    ext i j
    fin_cases p <;> fin_cases q <;> fin_cases i <;> fin_cases j <;>
      simp [jordanWigner]
  have h2 : ∀ p q, jordanWigner p * (jordanWigner q).transpose
      + (jordanWigner q).transpose * jordanWigner p = if p = q then 1 else 0 := by
    intro p q
    ext i j
    simp only [Matrix.add_apply, Matrix.mul_apply, Matrix.transpose_apply, Fin.sum_univ_four]
    fin_cases p <;> fin_cases q <;> fin_cases i <;> fin_cases j <;> simp [jordanWigner]
  refine ⟨fun p q => ?_, fun p q => ?_, fun p q => ?_⟩
  · rw [← map_mul, ← map_mul, ← map_add, h1, map_zero]
  · rw [← map_mul, ← map_mul, ← map_add, ← Matrix.transpose_mul, ← Matrix.transpose_mul,
      ← Matrix.transpose_add, h1, Matrix.transpose_zero, map_zero]
  · rw [← map_mul, ← map_mul, ← map_add, h2]
    split_ifs
    · exact map_one _
    · exact map_zero _

end CARMultiplicity
```

```lean
#print axioms CARMultiplicity.finrank_number_eigenspace
```

```
'CARMultiplicity.finrank_number_eigenspace' depends on axioms: [propext, Classical.choice, Quot.sound]
```
